# For a positive differentiable rate, the degrees of rate control sum to one exactly when a common shift t of the transition-state energies multiplies the rate by exp(−t/T)

To see which step limits a catalytic rate, a microkinetic calculation can displace one transition-state energy $G_i$ by a small amount $\pm\delta$, solve for the rate $r$ again, and form

$$X_i \approx -T\,\frac{\ln r(G+\delta e_i)-\ln r(G-\delta e_i)}{2\delta}.$$

Here $G$ is the list of all transition-state energies, $e_i$ is the unit vector that changes only the $i$-th of them, and $T$ is the temperature in energy units, that is, $k_BT$. Once this has been done for every transition state, the $X_i$ are added and the sum is compared with one. In the limit $\delta\to0$, and for a rate that is positive and differentiable at all energies, the sum equals one at every $G$ exactly when raising all transition states together by $t$ multiplies the rate by $e^{-t/T}$, for every $G$ and $t$. This is the shift law.

The shift law stands for the steady state of a model in which every rate constant carries the Boltzmann factor of its own transition state, so that a common shift slows all steps equally and only the time scale changes. A step with a fixed rate constant, such as a collision-limited adsorption, or a reactor with a fixed residence time, introduces a second time scale, and the sum can then differ from one.

In the code, `ι` is the finite set of transition states, and a list of energies is a function `G : ι → ℝ`. The energies of reactants, intermediates and products are held fixed and are not variables.

```lean
import Mathlib

open Finset

namespace DegreeOfRateControl

noncomputable section

variable {ι : Type*} [Fintype ι]
```

## Serial steps as resistances

The example is a chain of steps in series, with the rate

$$r(G)=\frac{C}{S(G)},\qquad S(G)=\sum_j e^{G_j/T},\qquad C>0.$$

The formula can be obtained from a steady state of first-order steps with dilute intermediates. If $a_j$ is the activity $e^{\mu_j/T}$ of the species after step $j$, with $\mu_j$ its chemical potential, the net flux through step $j$ is $r=\nu e^{-G_j/T}(a_{j-1}-a_j)$, where $\nu$ is a common prefactor. Multiplying by $e^{G_j/T}$ and adding over the $n$ steps cancels the intermediates and leaves $r\,S=\nu(a_0-a_n)$. The constant $C=\nu(a_0-a_n)$ is thus the prefactor times the difference in activity between reactant and product, and it is positive when the reaction runs forward. The code starts from the resulting formula as a definition; site blocking and branching are not part of this model.

```lean
/-- The rate of serial steps with transition-state energies `G j` at temperature `T` (in energy
units), for `T ≠ 0` and at least one step. -/
def serialRate (C T : ℝ) (G : ι → ℝ) : ℝ :=
  C / ∑ j, Real.exp (G j / T)
```

Each term $e^{G_j/T}$ acts as a resistance and is positive, so the total $S$ is positive as soon as there is one step.

```lean
/-- The sum of the exponential resistances of the serial steps is positive. -/
theorem resistance_pos [Nonempty ι] (T : ℝ) (G : ι → ℝ) :
    0 < ∑ j, Real.exp (G j / T) :=
  Finset.sum_pos (fun _ _ => Real.exp_pos _) Finset.univ_nonempty
```

It follows that $r=C/S$ is positive. It is also differentiable, because $S$ is a finite sum of exponentials and never vanishes. For a common shift $t$,

$$\sum_j e^{(G_j+t)/T}=e^{t/T}\sum_j e^{G_j/T},$$

and therefore $r(G+t\mathbf 1)=e^{-t/T}r(G)$, where $\mathbf 1$ is the vector with all entries equal to one. Lean writes the shifted energies as `fun i => G i + t`. The three parts of the next theorem are positivity, differentiability and the shift law; the displayed factorisation is the step `h` in its proof.

```lean
/-- The serial rate is positive and differentiable, and a common shift `t` of all
transition-state energies multiplies it by `exp (-t / T)`. -/
theorem serialRate_shift_law [Nonempty ι] {C : ℝ} (hC : 0 < C) (T : ℝ) :
    (∀ G : ι → ℝ, 0 < serialRate C T G) ∧
    Differentiable ℝ (serialRate C T : (ι → ℝ) → ℝ) ∧
    ∀ (G : ι → ℝ) (t : ℝ),
      serialRate C T (fun i => G i + t) = Real.exp (-t / T) * serialRate C T G := by
  refine ⟨fun G => div_pos hC (resistance_pos T G), fun G => ?_, fun G t => ?_⟩
  · have hs : DifferentiableAt ℝ (fun E : ι → ℝ => ∑ j, Real.exp (E j / T)) G := by
      fun_prop
    have hinv : DifferentiableAt ℝ (fun E : ι → ℝ => (∑ j, Real.exp (E j / T))⁻¹) G :=
      (hasDerivAt_inv (resistance_pos T G).ne').differentiableAt.comp G hs
    have heq : (serialRate C T : (ι → ℝ) → ℝ)
        = fun E => C * (∑ j, Real.exp (E j / T))⁻¹ := by
      funext E
      exact div_eq_mul_inv _ _
    rw [heq]
    exact hinv.const_mul C
  · -- the common factor exp (t / T) comes out of the sum
    have h : ∑ j, Real.exp ((G j + t) / T)
        = Real.exp (t / T) * ∑ j, Real.exp (G j / T) := by
      rw [Finset.mul_sum]
      refine Finset.sum_congr rfl fun j _ => ?_
      rw [← Real.exp_add]
      congr 1
      ring
    have hS := (resistance_pos T G).ne'
    simp only [serialRate]
    rw [h, neg_div, Real.exp_neg]
    field_simp
```

## The degree of rate control as a directional derivative

For a general rate $r$, Campbell's degree of rate control of transition state $i$ is

$$X_i(G)=-T\,\frac{\partial \ln r}{\partial G_i}(G).$$

The minus sign makes $X_i$ positive when lowering the transition state speeds up the reaction. Lean takes the full derivative of $\ln r$ at $G$, a linear map written `fderiv`, and applies it to the unit vector $e_i$, written `Pi.single i 1`. Where $r$ is positive and differentiable, this is the usual partial derivative.

```lean
variable [DecidableEq ι]

/-- Campbell's degree of rate control `-T ∂ ln r / ∂G_i` of transition state `i`, for a rate `r`
that is positive and differentiable at `G`. -/
def degree (T : ℝ) (r : (ι → ℝ) → ℝ) (G : ι → ℝ) (i : ι) : ℝ :=
  -T * fderiv ℝ (fun E => Real.log (r E)) G (Pi.single i 1)
```

Write $D\ln r(G)[v]$ for the derivative of $\ln r$ at $G$ in the direction $v$. It is linear in $v$, and the unit vectors add up to $\mathbf 1$, so

$$\sum_i X_i(G)=-T\sum_i D\ln r(G)[e_i]=-T\,D\ln r(G)[\mathbf 1].$$

The sum of the degrees therefore measures the response to a uniform shift. In the proof, `map_sum` is this linearity. The lemma needs no condition on $r$, since `fderiv` is always a linear map; differentiability enters in the next step.

```lean
/-- The degrees of rate control add up to `-T` times the derivative of `ln r` along a uniform
shift of all energies. -/
theorem sum_degree (T : ℝ) (r : (ι → ℝ) → ℝ) (G : ι → ℝ) :
    ∑ i, degree T r G i
      = -T * fderiv ℝ (fun E => Real.log (r E)) G (fun _ => 1) := by
  have h : (∑ i, Pi.single i (1 : ℝ) : ι → ℝ) = fun _ => 1 :=
    Finset.univ_sum_single (fun _ : ι => (1 : ℝ))
  simp only [degree]
  rw [← Finset.mul_sum, ← map_sum, h]
```

Now follow the line $s\mapsto G+s\mathbf 1$, whose velocity is $\mathbf 1$. For $T>0$, the chain rule gives

$$\frac{d}{ds}\ln r(G+s\mathbf 1)\Big|_{s=t}=D\ln r(G+t\mathbf 1)[\mathbf 1]=-\frac1T\sum_i X_i(G+t\mathbf 1).$$

The step `hline` provides the velocity of the line, and `hlog` the differentiability of $\ln r$, which requires $r$ to be positive. The composition of the two is the chain rule.

```lean
/-- Under a uniform shift `t` of all energies, `ln r` changes at the rate `-(∑ X_i) / T`. -/
theorem hasDerivAt_log_shift {T : ℝ} (hT : 0 < T) {r : (ι → ℝ) → ℝ}
    (hpos : ∀ G, 0 < r G) (hr : Differentiable ℝ r) (G : ι → ℝ) (t : ℝ) :
    HasDerivAt (fun s : ℝ => Real.log (r (fun i => G i + s)))
      (-(∑ i, degree T r (fun i => G i + t) i) / T) t := by
  have hline : HasDerivAt (fun s : ℝ => (fun i => G i + s)) (fun _ : ι => (1 : ℝ)) t :=
    hasDerivAt_pi.2 fun i => (hasDerivAt_id' t).const_add (G i)
  have hlog : DifferentiableAt ℝ (fun E => Real.log (r E)) (fun i => G i + t) :=
    (hr _).log (hpos _).ne'
  have h := hlog.hasFDerivAt.comp_hasDerivAt t hline
  refine h.congr_deriv ?_
  rw [sum_degree, neg_mul, neg_neg, mul_div_cancel_left₀ _ hT.ne']
```

## The sum rule and the shift law are equivalent

Suppose first that the shift law holds. Taking logarithms gives

$$\ln r(G+s\mathbf 1)=-\frac sT+\ln r(G),$$

whose derivative at $s=0$ is $-1/T$. The chain rule gives $-\sum_iX_i(G)/T$ for the same derivative. Since a function has only one derivative at a point, $\sum_iX_i(G)=1$.

Conversely, suppose that the degrees sum to one at every $G$. Then

$$\frac{d}{ds}\left[\ln r(G+s\mathbf 1)+\frac sT\right]=-\frac1T+\frac1T=0,$$

so the bracket is constant. Its values at $s=t$ and $s=0$ agree, which means $\ln r(G+t\mathbf 1)+t/T=\ln r(G)$, and exponentiation gives the shift law.

The theorem assumes $T>0$ and a rate that is positive and differentiable at all energies, so a net rate that changes sign is not covered. For a general $r$ neither side of the equivalence is derived from kinetic equations. In the proof, `h1.unique h2` compares the two derivatives, and `is_const_of_deriv_eq_zero` supplies the constancy.

```lean
/-- For a positive differentiable rate, the degrees of rate control sum to one at all energies
exactly when every common shift `t` of the energies multiplies the rate by `exp (-t / T)`. -/
theorem shift_law_iff_sum_rule {T : ℝ} (hT : 0 < T) {r : (ι → ℝ) → ℝ}
    (hpos : ∀ G, 0 < r G) (hr : Differentiable ℝ r) :
    (∀ (G : ι → ℝ) (t : ℝ), r (fun i => G i + t) = Real.exp (-t / T) * r G) ↔
      ∀ G, ∑ i, degree T r G i = 1 := by
  constructor
  · intro hs G
    have h1 := hasDerivAt_log_shift hT hpos hr G 0
    -- the shift law makes ln r affine in the shift
    have hfun : (fun s : ℝ => Real.log (r (fun i => G i + s)))
        = fun s => -s / T + Real.log (r G) := by
      funext s
      rw [hs, Real.log_mul (Real.exp_pos _).ne' (hpos G).ne', Real.log_exp]
    have h2 : HasDerivAt (fun s : ℝ => -s / T + Real.log (r G)) (-1 / T) 0 :=
      ((hasDerivAt_id' (0 : ℝ)).neg.div_const T).add_const _
    rw [hfun] at h1
    have h3 := h1.unique h2
    simp only [add_zero] at h3
    have h4 := (div_left_inj' hT.ne').1 h3
    linarith
  · intro hsum G t
    -- ln r + t / T is constant along the shift
    have hd : ∀ s : ℝ,
        HasDerivAt (fun s : ℝ => Real.log (r (fun i => G i + s)) + s / T) 0 s := by
      intro s
      have h := (hasDerivAt_log_shift hT hpos hr G s).fun_add
        ((hasDerivAt_id' s).div_const T)
      refine h.congr_deriv ?_
      rw [hsum]
      ring
    have hc := is_const_of_deriv_eq_zero (fun s => (hd s).differentiableAt)
      (fun s => (hd s).deriv) t 0
    simp only [add_zero, zero_div] at hc
    have hl : Real.log (r (fun i => G i + t)) = -t / T + Real.log (r G) := by
      rw [neg_div]
      linarith
    rw [← Real.exp_log (hpos (fun i => G i + t)), hl, Real.exp_add, Real.exp_log (hpos G)]
```

In a code, this gives a check that costs one further solution for the rate: shift all transition-state energies by a finite $t$ and compare $r(G+t\mathbf 1)/r(G)$ with $e^{-t/T}$. If the model obeys the shift law, the exact ratio equals $e^{-t/T}$ for every $t$, so any disagreement comes from the numerical solution for the rate. With three or more transition states, the sum of finite-difference degrees can also carry an error from the finite $\delta$. One such comparison tests the law only at the chosen $G$ and $t$.

## Each serial step controls its share of the resistance

For the serial rate, $\ln r=\ln C-\ln S$ and $\partial S/\partial G_i=e^{G_i/T}/T$. Hence

$$X_i=-T\left(-\frac1S\,\frac{e^{G_i/T}}{T}\right)=\frac{e^{G_i/T}}{\sum_j e^{G_j/T}}.$$

In Lean, the derivative of each exponential is a multiple of the projection onto its coordinate (`hj`). Applied to the $i$-th unit vector, the sum of these projections keeps only the term $j=i$ (`hval`).

```lean
/-- For serial steps the degree of rate control of step `i` is its share
`exp (G_i / T) / ∑ exp (G_j / T)` of the total resistance. -/
theorem serial_degree {C T : ℝ} (hC : 0 < C) (hT : 0 < T) (G : ι → ℝ) (i : ι) :
    degree T (serialRate C T) G i
      = Real.exp (G i / T) / ∑ j, Real.exp (G j / T) := by
  have : Nonempty ι := ⟨i⟩
  have hS := (resistance_pos T G).ne'
  have hj : ∀ j ∈ (Finset.univ : Finset ι),
      HasFDerivAt (fun E : ι → ℝ => Real.exp (E j / T))
        ((Real.exp (G j / T) * T⁻¹) •
          (ContinuousLinearMap.proj j : (ι → ℝ) →L[ℝ] ℝ)) G := by
    intro j _
    have hp : HasFDerivAt (fun E : ι → ℝ => E j)
        (ContinuousLinearMap.proj j : (ι → ℝ) →L[ℝ] ℝ) G :=
      (ContinuousLinearMap.proj j : (ι → ℝ) →L[ℝ] ℝ).hasFDerivAt
    have h := (hp.mul_const T⁻¹).exp
    simpa only [div_eq_mul_inv, smul_smul] using h
  -- ln r = ln C - ln (total resistance)
  have hlog : (fun E : ι → ℝ => Real.log (serialRate C T E))
      = fun E => Real.log C - Real.log (∑ j, Real.exp (E j / T)) := by
    funext E
    exact Real.log_div hC.ne' (resistance_pos T E).ne'
  have hd := ((HasFDerivAt.fun_sum hj).log hS).const_sub (Real.log C)
  have hval : (∑ j, (Real.exp (G j / T) * T⁻¹) •
      (ContinuousLinearMap.proj j : (ι → ℝ) →L[ℝ] ℝ)) (Pi.single i 1)
      = Real.exp (G i / T) * T⁻¹ := by
    simp [_root_.sum_apply, Pi.single_apply]
  rw [degree, hlog, hd.fderiv]
  change -T * -((∑ j, Real.exp (G j / T))⁻¹ * (∑ j, (Real.exp (G j / T) * T⁻¹) •
      (ContinuousLinearMap.proj j : (ι → ℝ) →L[ℝ] ℝ)) (Pi.single i 1)) = _
  rw [hval]
  field_simp
```

The sum rule now follows from the shift law already shown for serial steps. Each $X_i$ is positive because numerator and denominator are. With at least two steps, some other step $j\ne i$ adds a positive resistance, so $e^{G_i/T}<S$ and $X_i<1$. With a single step $X_i=1$, and for this reason the strict upper bound needs two, which is the hypothesis `Nontrivial ι`. The open interval $(0,1)$ is `Set.Ioo (0 : ℝ) 1`.

```lean
/-- For two or more serial steps the degrees of rate control sum to one and each lies strictly
between zero and one. -/
theorem serial_sum_rule [Nontrivial ι] {C T : ℝ} (hC : 0 < C) (hT : 0 < T) (G : ι → ℝ) :
    ∑ i, degree T (serialRate C T) G i = 1 ∧
      ∀ i, degree T (serialRate C T) G i ∈ Set.Ioo (0 : ℝ) 1 := by
  obtain ⟨hpos, hdiff, hshift⟩ := serialRate_shift_law (ι := ι) hC T
  refine ⟨(shift_law_iff_sum_rule hT hpos hdiff).1 hshift G, fun i => ?_⟩
  rw [serial_degree hC hT]
  refine ⟨div_pos (Real.exp_pos _) (resistance_pos T G), ?_⟩
  rw [div_lt_one (resistance_pos T G)]
  -- a second step contributes a positive resistance
  obtain ⟨j, hji⟩ := exists_ne i
  exact Finset.single_lt_sum (f := fun k => Real.exp (G k / T)) hji (Finset.mem_univ i)
    (Finset.mem_univ j) (Real.exp_pos _) (fun _ _ _ => (Real.exp_pos _).le)
```

## How far one high transition state determines the rate

Suppose that transition state $i$ lies at least $\Delta$ above all others, so that $G_j+\Delta\le G_i$ for $j\ne i$. Each other resistance then satisfies $e^{G_j/T}\le e^{-\Delta/T}e^{G_i/T}$. With $n$ steps in total,

$$1-X_i=\frac{\sum_{j\ne i}e^{G_j/T}}{S}\le (n-1)\,e^{-\Delta/T}\,\frac{e^{G_i/T}}{S}\le (n-1)\,e^{-\Delta/T},$$

where the last inequality uses $e^{G_i/T}\le S$. For three steps and a gap of $5T$, the bound is $2e^{-5}\approx0.013$, so the highest transition state has a degree of at least $0.986$. Within this serial model with fixed $C$, the estimate tells a simulator how large a gap justifies treating one step as rate-determining.

The proof separates step $i$ from the sum (`hsplit`), bounds the remaining $n-1$ terms (`hrest`), and replaces $e^{G_i/T}$ by $S$, which is at least as large (`hmul`). The number of steps $n$ is `Fintype.card ι`.

```lean
/-- If the transition state of step `i` lies at least `Δ` above all others, its degree of rate
control is at least `1 - (n - 1) exp (-Δ / T)`, with `n` the number of steps. -/
theorem rate_determining_step {C T Δ : ℝ} (hC : 0 < C) (hT : 0 < T) (G : ι → ℝ) (i : ι)
    (hgap : ∀ j, j ≠ i → G j + Δ ≤ G i) :
    1 - degree T (serialRate C T) G i
      ≤ ((Fintype.card ι : ℝ) - 1) * Real.exp (-Δ / T) := by
  have : Nonempty ι := ⟨i⟩
  have hS := resistance_pos T G
  have hsplit := Finset.add_sum_erase Finset.univ (fun j => Real.exp (G j / T))
    (Finset.mem_univ i)
  have hcard : ((Finset.univ.erase i).card : ℝ) = (Fintype.card ι : ℝ) - 1 := by
    have h := Finset.card_erase_add_one (Finset.mem_univ i)
    rw [Finset.card_univ] at h
    rw [← h]
    push_cast
    ring
  -- each other resistance is at most exp (-Δ / T) times that of step i
  have hrest : ∑ j ∈ Finset.univ.erase i, Real.exp (G j / T)
      ≤ ((Finset.univ.erase i).card : ℝ) * (Real.exp (-Δ / T) * Real.exp (G i / T)) := by
    rw [← nsmul_eq_mul]
    refine Finset.sum_le_card_nsmul _ _ _ fun j hj => ?_
    rw [← Real.exp_add, ← add_div]
    have h := hgap j (Finset.ne_of_mem_erase hj)
    exact Real.exp_le_exp.2 (div_le_div_of_nonneg_right (by linarith) hT.le)
  have hle : Real.exp (G i / T) ≤ ∑ j, Real.exp (G j / T) :=
    Finset.single_le_sum (f := fun j => Real.exp (G j / T))
      (fun _ _ => (Real.exp_pos _).le) (Finset.mem_univ i)
  have hmul : ((Finset.univ.erase i).card : ℝ) * (Real.exp (-Δ / T) * Real.exp (G i / T))
      ≤ ((Finset.univ.erase i).card : ℝ)
        * (Real.exp (-Δ / T) * ∑ j, Real.exp (G j / T)) := by
    gcongr
  rw [serial_degree hC hT, ← hcard, one_sub_div hS.ne', div_le_iff₀ hS, mul_assoc]
  linarith

end

end DegreeOfRateControl
```

```lean
#print axioms DegreeOfRateControl.shift_law_iff_sum_rule
-- 'DegreeOfRateControl.shift_law_iff_sum_rule' depends on axioms: [propext, Classical.choice, Quot.sound]
#print axioms DegreeOfRateControl.serial_sum_rule
-- 'DegreeOfRateControl.serial_sum_rule' depends on axioms: [propext, Classical.choice, Quot.sound]
#print axioms DegreeOfRateControl.rate_determining_step
-- 'DegreeOfRateControl.rate_determining_step' depends on axioms: [propext, Classical.choice, Quot.sound]
```
